# Two states whose means differ by many times the sum of their standard deviations are nearly orthogonal

The observable is modelled as a symmetric linear map \(A\) defined on every vector of a complex inner product space, and its standard deviation in a state \(\psi\) as the length of the vector \((A-\langle A\rangle)\psi\). For unit vectors \(\psi,\varphi\) with means \(a,b\), standard deviations \(s,t\) and squared overlap \(F=|\langle\psi,\varphi\rangle|^2\), the file proves \(F(a-b)^2\le(1-F)(s+t)^2\).

```lean
import Mathlib

open ComplexConjugate

namespace MeanSeparationOverlap

noncomputable section

variable {E : Type*} [NormedAddCommGroup E] [InnerProductSpace ℂ E]

/-- The mean value of the observable `A` in the state `ψ`. -/
def mean (A : E →ₗ[ℂ] E) (ψ : E) : ℝ := (inner ℂ ψ (A ψ)).re

/-- The standard deviation of `A` in the state `ψ`: the norm of `(A - ⟨A⟩) ψ`. -/
def spread (A : E →ₗ[ℂ] E) (ψ : E) : ℝ := ‖A ψ - (mean A ψ : ℂ) • ψ‖

/-- The squared overlap `|⟨ψ, φ⟩|²` of two states. -/
def overlap (ψ φ : E) : ℝ := ‖inner ℂ ψ φ‖ ^ 2

/-- The expectation value of a symmetric operator is real. -/
theorem inner_eq_mean {A : E →ₗ[ℂ] E} (hA : A.IsSymmetric) (ψ : E) :
    inner ℂ ψ (A ψ) = (mean A ψ : ℂ) := by
  have h : conj (inner ℂ ψ (A ψ)) = inner ℂ ψ (A ψ) := by
    rw [inner_conj_symm]
    exact hA ψ ψ
  exact (Complex.conj_eq_iff_re.mp h).symm

/-- The deviation vector `(A - ⟨A⟩) ψ` is orthogonal to the unit vector `ψ`. -/
theorem deviation_orthogonal {A : E →ₗ[ℂ] E} (hA : A.IsSymmetric) {ψ : E}
    (hψ : ‖ψ‖ = 1) : inner ℂ ψ (A ψ - (mean A ψ : ℂ) • ψ) = 0 := by
  rw [inner_sub_right, inner_smul_right, inner_eq_mean hA ψ,
    inner_self_eq_norm_sq_to_K, hψ]
  simp

/-- For a symmetric operator and a unit vector, the squared standard deviation is the variance `⟨A²⟩
- ⟨A⟩²`. -/
theorem spread_sq {A : E →ₗ[ℂ] E} (hA : A.IsSymmetric) {ψ : E} (hψ : ‖ψ‖ = 1) :
    spread A ψ ^ 2 = (inner ℂ ψ (A (A ψ))).re - mean A ψ ^ 2 := by
  have h : inner ℂ (A ψ - (mean A ψ : ℂ) • ψ) (A ψ - (mean A ψ : ℂ) • ψ)
      = inner ℂ ψ (A (A ψ)) - (mean A ψ : ℂ) ^ 2 := by
    rw [inner_sub_left, inner_smul_left, deviation_orthogonal hA hψ, mul_zero, sub_zero,
      inner_sub_right, inner_smul_right, hA ψ (A ψ), hA ψ ψ, inner_eq_mean hA ψ]
    ring
  rw [spread, ← inner_self_eq_norm_sq (𝕜 := ℂ), h]
  simp [pow_two]

/-- If `χ` is orthogonal to the unit vector `φ`, then the amplitude of `χ` along a unit
vector `ψ` is at most `√(1 - |⟨ψ, φ⟩|²) ‖χ‖`. -/
theorem norm_inner_le_of_orthogonal {ψ φ χ : E} (hψ : ‖ψ‖ = 1) (hφ : ‖φ‖ = 1)
    (hχ : inner ℂ φ χ = 0) :
    ‖inner ℂ ψ χ‖ ≤ √(1 - overlap ψ φ) * ‖χ‖ := by
  -- only the part of `ψ` orthogonal to `φ` contributes
  have h1 : inner ℂ (ψ - (inner ℂ φ ψ : ℂ) • φ) χ = inner ℂ ψ χ := by
    rw [inner_sub_left, inner_smul_left, hχ, mul_zero, sub_zero]
  have hc : (inner ℂ φ ψ : ℂ) * inner ℂ ψ φ = ((‖inner ℂ ψ φ‖ ^ 2 : ℝ) : ℂ) := by
    rw [← inner_conj_symm φ ψ, mul_comm, Complex.mul_conj, Complex.normSq_eq_norm_sq]
  -- and that part has squared norm `1 - F`
  have h2 : ‖ψ - (inner ℂ φ ψ : ℂ) • φ‖ ^ 2 = 1 - overlap ψ φ := by
    rw [norm_sub_sq (𝕜 := ℂ), inner_smul_right, hc, norm_smul, hψ, hφ,
      norm_inner_symm φ ψ, overlap,
      show RCLike.re ((‖inner ℂ ψ φ‖ ^ 2 : ℝ) : ℂ) = ‖inner ℂ ψ φ‖ ^ 2 from
        Complex.ofReal_re _]
    ring
  rw [← h1, ← h2, Real.sqrt_sq (norm_nonneg _)]
  exact norm_inner_le_norm _ _

/-- The difference of the two means times the overlap amplitude is a difference of
matrix elements of the two deviation vectors. -/
theorem mean_difference {A : E →ₗ[ℂ] E} (hA : A.IsSymmetric) (ψ φ : E) :
    ((mean A ψ - mean A φ : ℝ) : ℂ) * inner ℂ ψ φ
      = inner ℂ ψ (A φ - (mean A φ : ℂ) • φ) - inner ℂ (A ψ - (mean A ψ : ℂ) • ψ) φ := by
  rw [inner_sub_right, inner_sub_left, inner_smul_right, inner_smul_left, hA ψ φ,
    Complex.conj_ofReal]
  push_cast
  ring

/-- The squared overlap of two unit vectors is at most one. -/
theorem overlap_le_one {ψ φ : E} (hψ : ‖ψ‖ = 1) (hφ : ‖φ‖ = 1) : overlap ψ φ ≤ 1 := by
  have h := norm_inner_le_norm (𝕜 := ℂ) ψ φ
  rw [hψ, hφ, mul_one] at h
  exact pow_le_one₀ (norm_nonneg _) h

/-- For a symmetric operator and two unit vectors with squared overlap `F`, the means `a, b`
and standard deviations `s, t` obey `F (a - b)² ≤ (1 - F) (s + t)²`. -/
theorem overlap_mul_mean_sub_sq_le {A : E →ₗ[ℂ] E} (hA : A.IsSymmetric) {ψ φ : E}
    (hψ : ‖ψ‖ = 1) (hφ : ‖φ‖ = 1) :
    overlap ψ φ * (mean A ψ - mean A φ) ^ 2
      ≤ (1 - overlap ψ φ) * (spread A ψ + spread A φ) ^ 2 := by
  have h1 : ‖inner ℂ ψ (A φ - (mean A φ : ℂ) • φ)‖ ≤ √(1 - overlap ψ φ) * spread A φ :=
    norm_inner_le_of_orthogonal hψ hφ (deviation_orthogonal hA hφ)
  have h2 : ‖inner ℂ (A ψ - (mean A ψ : ℂ) • ψ) φ‖ ≤ √(1 - overlap ψ φ) * spread A ψ := by
    have hsymm : overlap ψ φ = overlap φ ψ := by
      rw [overlap, overlap, norm_inner_symm]
    rw [norm_inner_symm, hsymm]
    exact norm_inner_le_of_orthogonal hφ hψ (deviation_orthogonal hA hψ)
  -- triangle inequality for the two matrix elements
  have h : |mean A ψ - mean A φ| * ‖inner ℂ ψ φ‖
      ≤ √(1 - overlap ψ φ) * (spread A ψ + spread A φ) := by
    calc |mean A ψ - mean A φ| * ‖inner ℂ ψ φ‖
        = ‖((mean A ψ - mean A φ : ℝ) : ℂ) * inner ℂ ψ φ‖ := by
          rw [norm_mul, Complex.norm_real, Real.norm_eq_abs]
      _ ≤ ‖inner ℂ ψ (A φ - (mean A φ : ℂ) • φ)‖
          + ‖inner ℂ (A ψ - (mean A ψ : ℂ) • ψ) φ‖ := by
          rw [mean_difference hA]
          exact norm_sub_le _ _
      _ ≤ √(1 - overlap ψ φ) * spread A φ + √(1 - overlap ψ φ) * spread A ψ :=
          add_le_add h1 h2
      _ = √(1 - overlap ψ φ) * (spread A ψ + spread A φ) := by ring
  have hs := pow_le_pow_left₀ (by positivity) h 2
  rw [mul_pow, mul_pow, sq_abs, Real.sq_sqrt (sub_nonneg.mpr (overlap_le_one hψ hφ))] at hs
  calc overlap ψ φ * (mean A ψ - mean A φ) ^ 2
      = (mean A ψ - mean A φ) ^ 2 * ‖inner ℂ ψ φ‖ ^ 2 := by rw [overlap]; ring
    _ ≤ _ := hs

/-- Let `A` be symmetric and `k ≥ 0`. If the means of `A` in two normalised states differ, and by at
least `k` times the sum of the standard deviations, then the squared overlap is at most `1 / (1 +
k²)`. -/
theorem overlap_le_of_separated {A : E →ₗ[ℂ] E} (hA : A.IsSymmetric) {ψ φ : E}
    (hψ : ‖ψ‖ = 1) (hφ : ‖φ‖ = 1) (hne : mean A ψ ≠ mean A φ) {k : ℝ} (hk : 0 ≤ k)
    (hsep : k * (spread A ψ + spread A φ) ≤ |mean A ψ - mean A φ|) :
    overlap ψ φ ≤ 1 / (1 + k ^ 2) := by
  have hd : 0 < (mean A ψ - mean A φ) ^ 2 :=
    lt_of_le_of_ne (sq_nonneg _) (Ne.symm (pow_ne_zero 2 (sub_ne_zero.mpr hne)))
  have hS : 0 ≤ spread A ψ + spread A φ := add_nonneg (norm_nonneg _) (norm_nonneg _)
  have hsq : (k * (spread A ψ + spread A φ)) ^ 2 ≤ (mean A ψ - mean A φ) ^ 2 := by
    rw [← sq_abs (mean A ψ - mean A φ)]
    exact pow_le_pow_left₀ (mul_nonneg hk hS) hsep 2
  have h : overlap ψ φ * k ^ 2 * (mean A ψ - mean A φ) ^ 2
      ≤ (1 - overlap ψ φ) * (mean A ψ - mean A φ) ^ 2 := by
    have e1 := mul_le_mul_of_nonneg_left (overlap_mul_mean_sub_sq_le hA hψ hφ) (sq_nonneg k)
    have e2 := mul_le_mul_of_nonneg_left hsq (sub_nonneg.mpr (overlap_le_one hψ hφ))
    linarith
  have h' := le_of_mul_le_mul_right h hd
  rw [le_div_iff₀ (by positivity)]
  linarith

/-- The Pauli operator `σ_z` on a qubit. -/
def pauliZ : EuclideanSpace ℂ (Fin 2) →ₗ[ℂ] EuclideanSpace ℂ (Fin 2) where
  toFun v := !₂[v 0, -v 1]
  map_add' v w := by ext i; fin_cases i <;> simp [add_comm]
  map_smul' c v := by ext i; fin_cases i <;> simp

/-- The qubit vector with real amplitudes `x` and `y`. -/
def realQubit (x y : ℝ) : EuclideanSpace ℂ (Fin 2) := !₂[(x : ℂ), (y : ℂ)]

/-- For `σ_z` and any two normalised qubit states with nonnegative real amplitudes, the inequality
of `overlap_mul_mean_sub_sq_le` holds with equality. -/
theorem pauliZ_equality {x y u v : ℝ} (hx : 0 ≤ x) (hy : 0 ≤ y) (hu : 0 ≤ u) (hv : 0 ≤ v)
    (h1 : x ^ 2 + y ^ 2 = 1) (h2 : u ^ 2 + v ^ 2 = 1) :
    overlap (realQubit x y) (realQubit u v)
        * (mean pauliZ (realQubit x y) - mean pauliZ (realQubit u v)) ^ 2
      = (1 - overlap (realQubit x y) (realQubit u v))
        * (spread pauliZ (realQubit x y) + spread pauliZ (realQubit u v)) ^ 2 := by
  have hin (a b c d : ℝ) :
      inner ℂ (realQubit a b) (realQubit c d) = ((a * c + b * d : ℝ) : ℂ) := by
    simp [realQubit, PiLp.inner_apply, Fin.sum_univ_two]
    ring
  have hZ (a b : ℝ) : pauliZ (realQubit a b) = realQubit a (-b) := by
    ext i; fin_cases i <;> simp [pauliZ, realQubit]
  have hsym : pauliZ.IsSymmetric := by
    intro a b
    simp [pauliZ, PiLp.inner_apply, Fin.sum_univ_two]
  have hm (a b : ℝ) : mean pauliZ (realQubit a b) = a ^ 2 - b ^ 2 := by
    rw [mean, hZ, hin, Complex.ofReal_re]; ring
  have hn (a b : ℝ) (h : a ^ 2 + b ^ 2 = 1) : ‖realQubit a b‖ = 1 := by
    have e : ‖realQubit a b‖ ^ 2 = 1 := by
      rw [← inner_self_eq_norm_sq (𝕜 := ℂ), hin]
      change ((a * a + b * b : ℝ) : ℂ).re = 1
      rw [Complex.ofReal_re]; linarith
    exact (sq_eq_sq₀ (norm_nonneg _) zero_le_one).mp (by rw [e, one_pow])
  have hs (a b : ℝ) (ha : 0 ≤ a) (hb : 0 ≤ b) (h : a ^ 2 + b ^ 2 = 1) :
      spread pauliZ (realQubit a b) = 2 * a * b := by
    refine (sq_eq_sq₀ (norm_nonneg _) (by positivity)).mp ?_
    change spread pauliZ (realQubit a b) ^ 2 = _
    rw [spread_sq hsym (hn a b h), hZ, hZ, hin, Complex.ofReal_re, hm]
    linear_combination (-(a ^ 2 + b ^ 2)) * h
  have ho : overlap (realQubit x y) (realQubit u v) = (x * u + y * v) ^ 2 := by
    rw [overlap, hin, Complex.norm_real, Real.norm_eq_abs, sq_abs]
  -- both sides factor once the normalisations are used
  have eF : 1 - (x * u + y * v) ^ 2 = (x * v - y * u) ^ 2 := by
    linear_combination (-(u ^ 2 + v ^ 2)) * h1 - h2
  have eD : x ^ 2 - y ^ 2 - (u ^ 2 - v ^ 2) = 2 * (x * v - y * u) * (x * v + y * u) := by
    linear_combination (u ^ 2 - v ^ 2) * h1 - (x ^ 2 - y ^ 2) * h2
  have eS : 2 * x * y + 2 * u * v = 2 * (x * u + y * v) * (x * v + y * u) := by
    linear_combination (-(2 * u * v)) * h1 - 2 * x * y * h2
  rw [ho, hm, hm, hs x y hx hy h1, hs u v hu hv h2, eF, eD, eS]
  ring

end

end MeanSeparationOverlap
```

```lean
#print axioms MeanSeparationOverlap.overlap_le_of_separated
#print axioms MeanSeparationOverlap.pauliZ_equality
```

```
'MeanSeparationOverlap.overlap_le_of_separated' depends on axioms: [propext, Classical.choice, Quot.sound]
'MeanSeparationOverlap.pauliZ_equality' depends on axioms: [propext, Classical.choice, Quot.sound]
```

## The inequality and its objects in Lean

The space `E` carries a complex inner product and may have any dimension. Mathlib's `inner ℂ ψ φ` is \(\langle\psi,\varphi\rangle\), conjugate-linear in the first argument, as in Dirac notation. The hypothesis `A.IsSymmetric` says that \(\langle A\psi,\varphi\rangle=\langle\psi,A\varphi\rangle\) for all vectors, and `‖ψ‖ = 1` is normalisation.

Three definitions carry the physics. Their names describe what they mean for normalised vectors:

- `mean A ψ` is the real part of \(\langle\psi,A\psi\rangle\). Taking the real part makes the mean a real number by type, and `inner_eq_mean` shows that nothing is lost for a symmetric operator.
- `spread A ψ` is \(\|(A-a)\psi\|\). The theorem `spread_sq` identifies its square with the familiar variance \(\langle A^2\rangle-\langle A\rangle^2\) when \(\psi\) is normalised.
- `overlap ψ φ` is \(F\), the probability of finding the system in \(\varphi\) when it was prepared in \(\psi\).

The main theorem, `overlap_mul_mean_sub_sq_le`, is the inequality above. Its corollary, `overlap_le_of_separated`, puts it in a form that is easier to apply: if \(a\ne b\), \(k\ge0\) and \(k(s+t)\le|a-b|\), then

\[
F\le\frac{1}{1+k^2}.
\]

A separation of three times the summed standard deviations therefore limits the squared overlap to \(1/10\). The condition \(a\neq b\) matters when both standard deviations vanish. If \(\psi=\varphi\) is an eigenvector, the separation condition reads \(0\le0\) for every \(k\), while \(F=1\).

The last theorem, `pauliZ_equality`, concerns a qubit and the Pauli operator \(\sigma_z\). For any two normalised states with real nonnegative amplitudes, the two sides of the main inequality are equal.

## What the bound says about states and observables

If both states are eigenvectors, then \(s=t=0\), and the inequality becomes \(F(a-b)^2\le0\). Eigenvectors with different eigenvalues are thus orthogonal, and the theorem extends this fact to states whose values of \(A\) are only approximately sharp. The converse fails: orthogonal states can have equal means.

For a Hamiltonian represented by a Hermitian matrix in a finite orthonormal basis, the energies and energy variances that this matrix gives for two normalised trial states bound their overlap from above, provided that the two energies differ.

The theorem treats pure states and a single observable. Because \(A\) acts on all of `E`, an unbounded operator with a restricted domain in a Hilbert space does not fit directly. Completeness is not assumed, however, so `E` may be a space of smooth, rapidly decaying wavefunctions, on which position and momentum act everywhere. The proof of the main inequality applies \(A\) only once to each state, which suggests a version for vectors in the domain of an unbounded symmetric operator, but the file contains no such statement.

## Deviation vectors and the overlap

Write \(\delta_\psi=(A-a)\psi\) and \(\delta_\varphi=(A-b)\varphi\), so that \(s=\|\delta_\psi\|\) and \(t=\|\delta_\varphi\|\).

**The deviation is orthogonal to the state.** Symmetry gives \(\overline{\langle\psi,A\psi\rangle}=\langle A\psi,\psi\rangle=\langle\psi,A\psi\rangle\), so the expectation value is real and equals \(a\). Hence

\[
\langle\psi,\delta_\psi\rangle=\langle\psi,A\psi\rangle-a\|\psi\|^2=a-a=0 .
\]

These are `inner_eq_mean` and `deviation_orthogonal`. The variance formula follows from the same orthogonality:

\[
s^2=\langle A\psi,\delta_\psi\rangle-a\langle\psi,\delta_\psi\rangle
=\langle A\psi,A\psi\rangle-a\langle A\psi,\psi\rangle
=\langle\psi,A^2\psi\rangle-a^2 .
\]

**The difference of the means appears in matrix elements.** Expanding both deviation vectors gives

\[
\langle\psi,\delta_\varphi\rangle-\langle\delta_\psi,\varphi\rangle
=\langle\psi,A\varphi\rangle-b\langle\psi,\varphi\rangle-\langle A\psi,\varphi\rangle+a\langle\psi,\varphi\rangle
=(a-b)\langle\psi,\varphi\rangle ,
\]

because the two terms containing \(A\) cancel by symmetry. This is `mean_difference`, which needs no normalisation.

**Each matrix element is small when the states are close.** Let \(\chi\) be orthogonal to \(\varphi\), and remove from \(\psi\) its component along \(\varphi\):

\[
\psi_\perp=\psi-\langle\varphi,\psi\rangle\varphi .
\]

The removed part does not contribute to the inner product with \(\chi\), so \(\langle\psi_\perp,\chi\rangle=\langle\psi,\chi\rangle\). The squared length of what remains is

\[
\|\psi_\perp\|^2=1-2\,\mathrm{Re}\bigl(\langle\varphi,\psi\rangle\langle\psi,\varphi\rangle\bigr)+|\langle\varphi,\psi\rangle|^2=1-2F+F=1-F .
\]

The Cauchy–Schwarz inequality then gives \(|\langle\psi,\chi\rangle|\le\sqrt{1-F}\,\|\chi\|\). In `norm_inner_le_of_orthogonal`, `h1` is the equality of inner products and `h2` is the squared length. The closing step is Mathlib's Cauchy–Schwarz lemma `norm_inner_le_norm`.

**The pieces combine.** Taking \(\chi=\delta_\varphi\) bounds the first matrix element by \(\sqrt{1-F}\,t\). Exchanging the roles of the states and taking \(\chi=\delta_\psi\) bounds the second by \(\sqrt{1-F}\,s\). The triangle inequality yields

\[
|a-b|\,|\langle\psi,\varphi\rangle|\le\sqrt{1-F}\,(s+t).
\]

Both sides are nonnegative, so squaring preserves the inequality and gives the theorem. In Lean the two estimates are `h1` and `h2`, the `calc` block producing `h` is the triangle inequality, and `pow_le_pow_left₀` does the squaring. Replacing \((\sqrt{1-F})^2\) by \(1-F\) requires \(F\le1\), which `overlap_le_one` supplies.

## From the inequality to a bound on the overlap

For the corollary, multiply the main inequality by \(k^2\) and use \(k^2(s+t)^2\le(a-b)^2\) together with \(1-F\ge0\):

\[
Fk^2(a-b)^2\le(1-F)k^2(s+t)^2\le(1-F)(a-b)^2 .
\]

Since \(a\neq b\), the positive factor \((a-b)^2\) can be divided out. This leaves \(Fk^2\le1-F\), or \(F(1+k^2)\le1\). The Lean facts `e1` and `e2` are the two inequalities in the display, `linarith` chains them, and `le_of_mul_le_mul_right` performs the division.

## Equality for a qubit

Let the amplitudes be \((x,y)\) and \((u,v)\), all real and nonnegative, with \(x^2+y^2=u^2+v^2=1\). The means of \(\sigma_z\) are \(a=x^2-y^2\) and \(b=u^2-v^2\). Since \(\sigma_z^2=1\), the first variance is

\[
s^2=1-(x^2-y^2)^2=(x^2+y^2)^2-(x^2-y^2)^2=4x^2y^2,
\]

so \(s=2xy\), and likewise \(t=2uv\). The squared overlap is \(F=(xu+yv)^2\). Inserting the normalisations as factors of one produces three factorisations:

\[
\begin{aligned}
1-F&=(x^2+y^2)(u^2+v^2)-(xu+yv)^2=(xv-yu)^2,\\
a-b&=(x^2-y^2)(u^2+v^2)-(u^2-v^2)(x^2+y^2)=2(xv-yu)(xv+yu),\\
s+t&=2xy(u^2+v^2)+2uv(x^2+y^2)=2(xu+yv)(xv+yu).
\end{aligned}
\]

Both sides of the main inequality therefore equal \(4(xu+yv)^2(xv-yu)^2(xv+yu)^2\).

In the Lean proof, `hm`, `hs` and `ho` compute the means, standard deviations and overlap, while `eF`, `eD` and `eS` are the three factorisations. The tactic `linear_combination` records how the normalisation equations enter each one, and `ring` compares the resulting products. Nonnegativity is used in `hs` to pass from \(s^2=4x^2y^2\) to \(s=2xy\).

A case with both sides nonzero is \((1,0)\) and \((1/\sqrt2,1/\sqrt2)\). Here \(a=1\), \(b=0\), \(s=0\), \(t=1\) and \(F=1/2\), so both sides equal \(1/2\). The right-hand side of the general inequality consequently admits no constant prefactor smaller than one. The sign condition also has a visible effect: for \((1/\sqrt2,1/\sqrt2)\) and \((1/\sqrt2,-1/\sqrt2)\), the means coincide and \(F=0\), so the left side is \(0\) while the right side is \(4\).
